# A common unitary rotation of occupied and first-order orbitals preserves the third-order term but can change its diagonal truncation

The occupied orbitals and their first-order changes are represented here by two arbitrary complex matrices $C$ and $X$ of the same shape, with one orbital per column. No orthonormality is imposed, and no response equation links $X$ to $C$. The invariance is therefore a statement about matrices, which holds in particular for the orbitals of a response calculation. The quantity studied is

$$T=\operatorname{Tr}(X^\dagger VX)-\operatorname{Tr}(X^\dagger X\,C^\dagger VC).$$

Take non-interacting electrons in a finite orthonormal basis, one per occupied orbital, with a gap above the occupied levels. Let the columns of $C$ be an orthonormal basis of the occupied space, and let $X$ be orthogonal to that space and solve the first-order (Sternheimer) equation given below. Then $T$ is the coefficient of $\lambda^3$ in the total energy under a Hermitian perturbation $\lambda V$. That energy formula is background and is not derived here.

## Orbitals, blocks and two versions of the sum

```lean
import Mathlib

open Matrix

namespace ThirdOrderOccupiedRotation

noncomputable section

variable {m n : Type*} [Fintype m] [Fintype n]
```

The index set `m` labels basis functions and `n` labels occupied orbitals. Both are finite. A `Matrix m n ℂ` is a complex matrix with rows labelled by `m` and columns by `n`.

```lean
/-- The matrix `A* V A` of the operator `V` between the orbitals in the columns of `A`. -/
def orbitalBlock (V : Matrix m m ℂ) (A : Matrix m n ℂ) : Matrix n n ℂ := Aᴴ * V * A
```

For an operator $V$ and orbitals $A$, `orbitalBlock V A` is the small matrix $A^\dagger VA$, with entries $\langle A_i|V|A_j\rangle$. Lean writes the conjugate transpose as `ᴴ` and the matrix product as `*`. In the comments that open with `/--`, however, the star in expressions such as `A* V A` and `X*X` marks the conjugate transpose. The definition accepts any square $V$; Hermiticity is added as a hypothesis only where it is used.

```lean
/-- The full trace `Tr(X*X C*VC)`, with all pairs of occupied orbitals. -/
def couplingTrace (V : Matrix m m ℂ) (C X : Matrix m n ℂ) : ℂ :=
  trace (Xᴴ * X * orbitalBlock V C)
```

Write $S=X^\dagger X$ and $W=C^\dagger VC$. This definition is the full second trace,

$$\operatorname{Tr}(SW)=\sum_{i,j}S_{ij}W_{ji},$$

which includes the products that connect different occupied orbitals.

```lean
/-- The truncated sum `∑ i, (X*X) i i (C*VC) i i`, which keeps only diagonal products. -/
def diagonalSum (V : Matrix m m ℂ) (C X : Matrix m n ℂ) : ℂ :=
  ∑ i, (Xᴴ * X) i i * orbitalBlock V C i i
```

The truncated version keeps only $\sum_i S_{ii}W_{ii}$. It drops every product that connects two different occupied orbitals.

```lean
/-- The third-order term `Tr(X*VX) - Tr(X*X C*VC)`. -/
def thirdOrderTerm (V : Matrix m m ℂ) (C X : Matrix m n ℂ) : ℂ :=
  trace (orbitalBlock V X) - couplingTrace V C X
```

This is $T$ itself, built with the full trace.

## Invariance under a common rotation

```lean
/-- Mixing the orbitals by `U` conjugates the matrix of `V` between them. -/
theorem orbitalBlock_rotate (V : Matrix m m ℂ) (A : Matrix m n ℂ) (U : Matrix n n ℂ) :
    orbitalBlock V (A * U) = Uᴴ * orbitalBlock V A * U := by
  simp only [orbitalBlock, conjTranspose_mul, Matrix.mul_assoc]
```

A `theorem` line lists the data, then the statement after the colon, then the proof after `:=`. This one says that replacing $A$ by $AU$ conjugates the block:

$$(AU)^\dagger V(AU)=U^\dagger(A^\dagger VA)U.$$

The proof uses $(AU)^\dagger=U^\dagger A^\dagger$ and moves brackets. At this stage $U$ may be any square matrix.

```lean
/-- Mixing the first-order orbitals by `U` conjugates their overlap matrix. -/
theorem overlap_rotate (X : Matrix m n ℂ) (U : Matrix n n ℂ) :
    (X * U)ᴴ * (X * U) = Uᴴ * (Xᴴ * X) * U := by
  simp only [conjTranspose_mul, Matrix.mul_assoc]
```

In the same way, $S$ becomes $U^\dagger SU$.

```lean
/-- The full trace `Tr(X*X C*VC)` is unchanged when the occupied and the first-order
orbitals are rotated by the same unitary matrix. -/
theorem couplingTrace_rotate [DecidableEq n] (V : Matrix m m ℂ) (C X : Matrix m n ℂ)
    {U : Matrix n n ℂ} (hU : U ∈ unitaryGroup n ℂ) :
    couplingTrace V (C * U) (X * U) = couplingTrace V C X := by
  have h : U * Uᴴ = 1 := mem_unitaryGroup_iff.1 hU
  unfold couplingTrace
  rw [overlap_rotate, orbitalBlock_rotate]
  generalize Xᴴ * X = S
  generalize orbitalBlock V C = W
  -- the inner pair of rotations cancels
  have e : Uᴴ * S * U * (Uᴴ * W * U) = Uᴴ * (S * W * U) := by
    calc Uᴴ * S * U * (Uᴴ * W * U) = Uᴴ * (S * (U * Uᴴ) * W * U) := by
          simp only [Matrix.mul_assoc]
      _ = Uᴴ * (S * W * U) := by rw [h, Matrix.mul_one]
  -- the outer pair cancels by cyclicity of the trace
  rw [e, trace_mul_comm, Matrix.mul_assoc, h, Matrix.mul_one]
```

The hypothesis `hU` says that $U$ is unitary, and the first line of the proof extracts $UU^\dagger=1$ from it. By hand,

$$\operatorname{Tr}(U^\dagger SU\,U^\dagger WU)=\operatorname{Tr}(U^\dagger SWU)=\operatorname{Tr}(SWUU^\dagger)=\operatorname{Tr}(SW).$$

The Lean proof takes the same steps. The two `generalize` lines introduce the letters $S$ and $W$, the `calc` block cancels the inner pair $UU^\dagger$, and `trace_mul_comm` moves the leading $U^\dagger$ to the end, where the outer pair cancels.

Both sets of orbitals are rotated by the same $U$. This matches the physics: the first-order equation keeps its form when both sets are rotated together. With $\Lambda=C^\dagger HC$ for orthonormal orbitals that span an invariant subspace of the unperturbed Hamiltonian $H$, it reads

$$HX-X\Lambda=-(VC-CW),$$

and multiplying from the right by $U$ gives the equation for $CU$, with solution $XU$.

```lean
/-- The third-order term is unchanged when the occupied and the first-order orbitals
are rotated by the same unitary matrix. -/
theorem thirdOrderTerm_rotate [DecidableEq n] (V : Matrix m m ℂ) (C X : Matrix m n ℂ)
    {U : Matrix n n ℂ} (hU : U ∈ unitaryGroup n ℂ) :
    thirdOrderTerm V (C * U) (X * U) = thirdOrderTerm V C X := by
  have h : U * Uᴴ = 1 := mem_unitaryGroup_iff.1 hU
  unfold thirdOrderTerm
  rw [couplingTrace_rotate V C X hU, orbitalBlock_rotate, trace_mul_comm,
    ← Matrix.mul_assoc, h, Matrix.one_mul]
```

The first trace in $T$ is invariant as well, since

$$\operatorname{Tr}(U^\dagger X^\dagger VXU)=\operatorname{Tr}(UU^\dagger X^\dagger VX)=\operatorname{Tr}(X^\dagger VX).$$

Together with the previous theorem this gives $T(CU,XU)=T(C,X)$. Neither step needs a Hermitian $V$.

## Reality for a Hermitian perturbation

```lean
omit [Fintype n] in
/-- A Hermitian operator has a Hermitian matrix between any set of orbitals. -/
theorem orbitalBlock_isHermitian {V : Matrix m m ℂ} (hV : V.IsHermitian)
    (A : Matrix m n ℂ) : (orbitalBlock V A).IsHermitian := by
  unfold orbitalBlock Matrix.IsHermitian
  rw [conjTranspose_mul, conjTranspose_mul, conjTranspose_conjTranspose, hV.eq,
    Matrix.mul_assoc]
```

If $V^\dagger=V$, then $(A^\dagger VA)^\dagger=A^\dagger V^\dagger A=A^\dagger VA$, so the block is Hermitian too.

```lean
/-- For a Hermitian perturbation the third-order term is real. -/
theorem thirdOrderTerm_im {V : Matrix m m ℂ} (hV : V.IsHermitian) (C X : Matrix m n ℂ) :
    (thirdOrderTerm V C X).im = 0 := by
  apply Complex.conj_eq_iff_im.1
  change star (thirdOrderTerm V C X) = thirdOrderTerm V C X
  unfold thirdOrderTerm couplingTrace
  rw [star_sub, ← trace_conjTranspose, ← trace_conjTranspose,
    (orbitalBlock_isHermitian hV X).eq, conjTranspose_mul,
    (orbitalBlock_isHermitian hV C).eq, conjTranspose_mul, conjTranspose_conjTranspose,
    trace_mul_comm (orbitalBlock V C)]
```

The statement is that the imaginary part of $T$ vanishes. The proof shows that $T$ equals its complex conjugate, using $\overline{\operatorname{Tr}M}=\operatorname{Tr}M^\dagger$. The first trace is that of a Hermitian matrix. For the second, $S$ and $W$ are both Hermitian, so

$$\overline{\operatorname{Tr}(SW)}=\operatorname{Tr}(W^\dagger S^\dagger)=\operatorname{Tr}(WS)=\operatorname{Tr}(SW).$$

The product $SW$ need not be Hermitian, which is why cyclicity is used once more.

## Orbitals in which the truncation is exact

```lean
/-- For Hermitian `V` some unitary matrix, applied to both the occupied and the first-order
orbitals, makes `C*VC` diagonal and the truncated sum equal to the full trace. -/
theorem exists_rotation_diagonalSum_exact [DecidableEq n] {V : Matrix m m ℂ}
    (hV : V.IsHermitian) (C X : Matrix m n ℂ) :
    ∃ U ∈ unitaryGroup n ℂ, (orbitalBlock V (C * U)).IsDiag ∧
      diagonalSum V (C * U) (X * U) = couplingTrace V C X := by
  have hW := orbitalBlock_isHermitian hV C
  -- spectral theorem for the occupied block
  obtain ⟨U, hU, d, hd⟩ : ∃ U ∈ unitaryGroup n ℂ, ∃ d : n → ℂ,
      orbitalBlock V C = U * diagonal d * Uᴴ := by
    have hs := hW.spectral_theorem
    rw [Unitary.conjStarAlgAut_apply] at hs
    exact ⟨hW.eigenvectorUnitary, hW.eigenvectorUnitary.2, _, hs⟩
  have h : Uᴴ * U = 1 := mem_unitaryGroup_iff'.1 hU
  have hD : orbitalBlock V (C * U) = diagonal d := by
    rw [orbitalBlock_rotate, hd]
    calc Uᴴ * (U * diagonal d * Uᴴ) * U = (Uᴴ * U) * diagonal d * (Uᴴ * U) := by
          simp only [Matrix.mul_assoc]
      _ = diagonal d := by rw [h, Matrix.one_mul, Matrix.mul_one]
  refine ⟨U, hU, ?_, ?_⟩
  · rw [hD]
    exact isDiag_diagonal d
  · -- off-diagonal products vanish in the rotated orbitals
    rw [← couplingTrace_rotate V C X hU]
    unfold diagonalSum couplingTrace
    rw [hD]
    simp only [trace, diag_apply, mul_diagonal, diagonal_apply_eq]
```

The symbol `∃` reads "there exists". For Hermitian $V$ there is a unitary $U$ such that $C^\dagger VC$ is diagonal in the rotated orbitals, and there the truncated sum equals the full trace.

By hand, the spectral theorem gives $W=UDU^\dagger$ with $D$ diagonal, so the rotated block is $U^\dagger WU=D$. Let $S'=U^\dagger SU$ be the rotated overlap and $d_i$ the diagonal entries of $D$. Then

$$\operatorname{Tr}(S'D)=\sum_i S'_{ii}d_i,$$

which is the truncated sum. By invariance the left side is also the full trace in the original orbitals. In the file, `hd` is the spectral decomposition and `hD` says that the rotated block is $D$; the last lines compare the two sums.

Within a degenerate occupied level, diagonalising $V$ is the usual choice of zeroth-order states in degenerate perturbation theory. If the occupied levels differ in energy, the rotation may mix them, and the new orbitals are then in general no longer eigenstates of the unperturbed Hamiltonian.

## A rotation that halves the truncated sum

```lean
/-- The Hadamard matrix, which takes two orbitals to their sum and difference, each divided by `√2`.
-/
def hadamard : Matrix (Fin 2) (Fin 2) ℂ :=
  (((Real.sqrt 2)⁻¹ : ℝ) : ℂ) • !![1, 1; 1, -1]
```

The notation `!![1, 1; 1, -1]` lists a matrix row by row, and `•` multiplies it by a number. The matrix is

$$U=\frac1{\sqrt2}\begin{pmatrix}1&1\\1&-1\end{pmatrix},$$

which sends two orbitals to their sum and difference, each divided by $\sqrt2$.

```lean
/-- The Hadamard rotation is unitary, and it turns `diag(1,0)` into the matrix with all
entries `1/2`. -/
theorem hadamard_unitary_and_conj : hadamard ∈ unitaryGroup (Fin 2) ℂ ∧
    hadamardᴴ * !![1, 0; 0, 0] * hadamard = !![1/2, 1/2; 1/2, 1/2] := by
  have hs : (((Real.sqrt 2)⁻¹ : ℝ) : ℂ) * (((Real.sqrt 2)⁻¹ : ℝ) : ℂ) = 1 / 2 := by
    rw [← Complex.ofReal_mul, ← mul_inv, Real.mul_self_sqrt (by norm_num)]
    norm_num
  constructor
  · rw [mem_unitaryGroup_iff', star_eq_conjTranspose]
    simp only [hadamard, conjTranspose_smul, Matrix.smul_mul, Matrix.mul_smul, smul_smul,
      Complex.star_def, Complex.conj_ofReal, hs]
    ext i j
    fin_cases i <;> fin_cases j <;> simp [Matrix.mul_apply, Fin.sum_univ_succ] <;> norm_num
  · simp only [hadamard, conjTranspose_smul, Matrix.smul_mul, Matrix.mul_smul, smul_smul,
      Complex.star_def, Complex.conj_ofReal, hs]
    ext i j
    fin_cases i <;> fin_cases j <;> simp [Matrix.mul_apply, Fin.sum_univ_succ]
```

The two claims, joined by `∧` ("and"), are that $U$ is unitary and that

$$U^\dagger\begin{pmatrix}1&0\\0&0\end{pmatrix}U=\frac12\begin{pmatrix}1&1\\1&1\end{pmatrix}.$$

For the first, the columns of $U$ are orthonormal. For the second, the diagonal matrix selects the first row of $U$, namely $(1,1)/\sqrt2$, so every entry of the result is a product of two factors $1/\sqrt2$. The auxiliary line `hs` records that this product is $1/2$, and `fin_cases` then goes through the four entries one at a time.

```lean
/-- If `X*X = C*VC = diag(1,0)`, the Hadamard rotation of both sets of orbitals changes the
truncated sum from `1` to `1/2`. -/
theorem diagonalSum_hadamard {V : Matrix m m ℂ} {C X : Matrix m (Fin 2) ℂ}
    (hS : Xᴴ * X = !![1, 0; 0, 0]) (hW : orbitalBlock V C = !![1, 0; 0, 0]) :
    diagonalSum V C X = 1 ∧ diagonalSum V (C * hadamard) (X * hadamard) = 1 / 2 := by
  unfold diagonalSum
  rw [overlap_rotate, orbitalBlock_rotate, hS, hW, hadamard_unitary_and_conj.2]
  constructor
  · simp [Fin.sum_univ_two]
  · simp only [Fin.sum_univ_two, of_apply, cons_val_zero, cons_val_one]
    norm_num
```

The hypotheses `hS` and `hW` state $S=W=\operatorname{diag}(1,0)$. Before the rotation the truncated sum is $1\cdot1+0\cdot0=1$. Afterwards both matrices have all entries $1/2$, and the sum is

$$\tfrac12\cdot\tfrac12+\tfrac12\cdot\tfrac12=\tfrac12.$$

The full trace stays at $1$, because the two off-diagonal products supply the other half. The proof inserts the conjugation formulas and evaluates these sums.

## Three levels that realise the case

```lean
/-- Unperturbed Hamiltonian with levels `0, 0, 1`. -/
def modelH : Matrix (Fin 3) (Fin 3) ℂ := !![0, 0, 0; 0, 0, 0; 0, 0, 1]
```

The unperturbed Hamiltonian $H$ has two degenerate levels at energy $0$ and one at energy $1$, in arbitrary units.

```lean
/-- Perturbation that shifts the first level and couples it to the third. -/
def modelV : Matrix (Fin 3) (Fin 3) ℂ := !![1, 0, 1; 0, 0, 0; 1, 0, 0]
```

The perturbation shifts the first level and couples it to the third. It leaves the second level alone.

```lean
/-- The first two levels, taken as occupied orbitals. -/
def modelC : Matrix (Fin 3) (Fin 2) ℂ := !![1, 0; 0, 1; 0, 0]
```

The two degenerate levels are occupied, and their basis vectors are the columns of $C$.

```lean
/-- First-order orbitals of the three-level model. -/
def modelX : Matrix (Fin 3) (Fin 2) ℂ := !![0, 0; 0, 0; -1, 0]
```

Only the first occupied orbital responds. Its first-order change is minus the third basis vector.

```lean
/-- In the three-level model `V` is Hermitian, the occupied orbitals are orthonormal with
energy zero, `X` is orthogonal to them and solves the Sternheimer equation, and
`X*X = C*VC = diag(1,0)`. -/
theorem diagonalSum_hadamard_witness :
    modelVᴴ = modelV ∧ modelCᴴ * modelC = 1 ∧ modelH * modelC = 0 ∧
    modelCᴴ * modelX = 0 ∧
    modelH * modelX = -(modelV * modelC - modelC * orbitalBlock modelV modelC) ∧
    modelXᴴ * modelX = !![1, 0; 0, 0] ∧
    orbitalBlock modelV modelC = !![1, 0; 0, 0] := by
  have hW : orbitalBlock modelV modelC = !![1, 0; 0, 0] := by
    ext i j
    fin_cases i <;> fin_cases j <;>
      simp [modelV, modelC, orbitalBlock, Matrix.mul_apply, Fin.sum_univ_succ]
  -- the Sternheimer equation, with the occupied block inserted
  have hX : modelH * modelX =
      -(modelV * modelC - modelC * orbitalBlock modelV modelC) := by
    rw [hW]
    ext i j
    fin_cases i <;> fin_cases j <;>
      simp [modelH, modelV, modelC, modelX, Matrix.mul_apply, Fin.sum_univ_succ]
  refine ⟨?_, ?_, ?_, ?_, hX, ?_, hW⟩ <;> ext i j <;> fin_cases i <;> fin_cases j <;>
    simp [modelH, modelV, modelC, modelX, Matrix.mul_apply, Fin.sum_univ_succ]

end

end ThirdOrderOccupiedRotation
```

The theorem collects seven facts: $V$ is Hermitian, $C^\dagger C=1$, $HC=0$, $C^\dagger X=0$, the Sternheimer equation holds, and $S$ and $W$ both equal $\operatorname{diag}(1,0)$. Since the occupied energies are zero, the Sternheimer equation is

$$HX=-(VC-CW).$$

By hand, the first column of $VC$ is $(1,0,1)^T$. Subtracting the occupied part $(1,0,0)^T$ leaves $(0,0,1)^T$, and the sign makes the right side $(0,0,-1)^T$. The first column of $X$ is $(0,0,-1)^T$, which $H$ leaves unchanged, so the two sides agree. The second columns vanish on both sides. Lean computes the matrices entry by entry.

The last two facts are the hypotheses of `diagonalSum_hadamard`, so the change from $1$ to $1/2$ occurs for a genuine first-order response. Because the occupied levels are degenerate, the rotated orbitals are equally valid eigenstates of $H$.

## The second trace in a response calculation

In a plane-wave calculation with orthonormal orbitals, the columns of $C$ and $X$ hold expansion coefficients. Once the Sternheimer equations have been solved, a program can evaluate the second trace by applying $V$ to the occupied orbitals, forming the small matrices $S$ and $W$ by matrix multiplication, and contracting them over all pairs as $\sum_{i,j}S_{ij}W_{ji}$. An eigensolver returns some orthonormal basis of each degenerate level, and the full contraction does not depend on which one.

In the three-level model the first trace is zero, so $T=-1$ in either basis. With the diagonal products alone, the Hadamard-rotated orbitals would give $-1/2$.

In density functional perturbation theory $V$ is the first-order Kohn–Sham potential, and the third-order energy has a further contribution from the third functional derivative of the exchange-correlation energy. The theorems concern only the two orbital traces, for a given matrix $V$ and equally occupied orbitals.

```lean
#print axioms ThirdOrderOccupiedRotation.thirdOrderTerm_rotate
#print axioms ThirdOrderOccupiedRotation.thirdOrderTerm_im
#print axioms ThirdOrderOccupiedRotation.exists_rotation_diagonalSum_exact
#print axioms ThirdOrderOccupiedRotation.diagonalSum_hadamard
```

```
'ThirdOrderOccupiedRotation.thirdOrderTerm_rotate' depends on axioms: [propext, Classical.choice, Quot.sound]
'ThirdOrderOccupiedRotation.thirdOrderTerm_im' depends on axioms: [propext, Classical.choice, Quot.sound]
'ThirdOrderOccupiedRotation.exists_rotation_diagonalSum_exact' depends on axioms: [propext, Classical.choice, Quot.sound]
'ThirdOrderOccupiedRotation.diagonalSum_hadamard' depends on axioms: [propext, Classical.choice, Quot.sound]
```
